# Change in a state's squared norm on subtracting a multiple of a dual vector, for a real symmetric overlap matrix

A state is given by real coefficients `d` over finitely many structures with a symmetric overlap matrix `S`, and its squared norm is `dᵀ S d`. Let `u` be a vector dual to structure `i`, meaning that `S u` is the `i`-th unit vector. The lemma says that replacing `d` by `d - t u` changes the squared norm by `-2 t d_i + t² u_i`; no state need be normalised, and if `d` is, the new value is `1 - 2 t d_i + t² u_i`. The proof first shows that `uᵀ S d = d_i`, using the symmetry of `S`, then expands the squared norm with `simp only` and leaves the remaining algebra to `ring`.

The first attempt, which Lean rejects:

```lean
import Mathlib

open Matrix
open scoped MatrixOrder

namespace ValenceBondWeights

noncomputable section

variable {n : Type*} [Fintype n] [DecidableEq n]

/-- The squared norm `cᵀ S c` of a state with coefficients `c` over structures with overlap `S`. -/
def stateNorm (S : Matrix n n ℝ) (c : n → ℝ) : ℝ := c ⬝ᵥ S *ᵥ c

/-- If `S` is symmetric and `S u` is the `i`-th unit vector, subtracting `t u` from a state `d`
changes its squared norm by `-2 t d_i + t² u_i`. -/
theorem stateNorm_sub_dual {S : Matrix n n ℝ} (hT : Sᵀ = S) {u : n → ℝ} {i : n}
    (hu : S *ᵥ u = Pi.single i 1) (d : n → ℝ) (t : ℝ) :
    stateNorm S (d - t • u) = stateNorm S d - 2 * t * d i + t ^ 2 * u i := by
  have h : u ⬝ᵥ S *ᵥ d = d i := by
    rw [Matrix.dotProduct_mulVec, ← Matrix.mulVec_transpose, hT, hu, single_one_dotProduct]
  simp only [stateNorm, Matrix.mulVec_sub, Matrix.mulVec_smul, hu, sub_dotProduct,
    dotProduct_sub, smul_dotProduct, dotProduct_smul, dotProduct_single_one, h, smul_eq_mul]
  ring

end

end ValenceBondWeights
```

The error:

```
Try this:
  [apply] ring_nf
  
  The `ring` tactic failed to close the goal. Use `ring_nf` to obtain a normal form.
    
  Note that `ring` works primarily in *commutative* rings. If you have a noncommutative ring, abelian group or module, consider using `noncomm_ring`, `abel` or `module` instead.
Main.lean:19:75: error: unsolved goals
n : Type u_1
inst✝¹ : Fintype n
inst✝ : DecidableEq n
S : Matrix n n ℝ
hT : Sᵀ = S
u : n → ℝ
i : n
hu : S *ᵥ u = Pi.single i 1
d : n → ℝ
t : ℝ
h : u ⬝ᵥ S *ᵥ d = d i
⊢ d ⬝ᵥ S *ᵥ d - t * d i - t * (d - t • u) i = d ⬝ᵥ S *ᵥ d - t * d i * 2 + t ^ 2 * u i
```

Cause. The error reports the goal that was left when `ring` failed to close it; the "Try this" message, with its suggestion of `ring_nf`, belongs to the same failure. The left side still contains `(d - t • u) i`, a component of a difference of vectors. Here `dotProduct_single_one` had turned the product of the whole vector `d - t • u` with the unit vector into that component, so `sub_dotProduct` no longer had a dot product to split there. None of the lemmas given to `simp only` evaluates a difference of functions at an index, and `ring` treats the component as an opaque quantity, unrelated to `d i` and `u i`.

The diff adds the two missing rules. `Pi.sub_apply` turns the component into `d i - (t • u) i`, and `Pi.smul_apply` turns `(t • u) i` into `t • u i`, which `smul_eq_mul`, already in the list, writes as `t * u i`. What remains is an identity between real numbers, which `ring` proves.

Lean accepts the file once it reads:

```diff
@@ -21,5 +21,6 @@
     rw [Matrix.dotProduct_mulVec, ← Matrix.mulVec_transpose, hT, hu, single_one_dotProduct]
   simp only [stateNorm, Matrix.mulVec_sub, Matrix.mulVec_smul, hu, sub_dotProduct,
-    dotProduct_sub, smul_dotProduct, dotProduct_smul, dotProduct_single_one, h, smul_eq_mul]
+    dotProduct_sub, smul_dotProduct, dotProduct_smul, dotProduct_single_one, h, smul_eq_mul,
+    Pi.sub_apply, Pi.smul_apply]
   ring
 
```
